# Chemical potential of an electron gas with exchange and logarithmic correlation energy

## What stands for the self-energy

The correlation part of the self-energy at the Fermi surface is represented here by the density derivative of the correlation energy per volume. It is not computed from a $GW$ diagram. The exchange part is treated differently: it is the momentum-dependent Fock self-energy, followed to the Fermi surface as a limit.

The system is the unpolarised homogeneous electron gas of density $n>0$ in three dimensions at zero temperature, with a neutralising background, so there is no Hartree term. In Hartree atomic units its Fermi wavevector and Wigner-Seitz radius are

$$k_F=(3\pi^2n)^{1/3},\qquad r_s=\left(\frac{3}{4\pi n}\right)^{1/3}.$$

The energy per particle is taken to be

$$\varepsilon(n)=\frac{3k_F^2}{10}-\frac{3k_F}{4\pi}+A\ln r_s+B.$$

The terms are kinetic energy, exchange and correlation. The correlation term has the form of the leading high-density expansion: $A$ sets the strength of the logarithm that screening of the long-range Coulomb interaction produces, and $B$ collects the constant contributions. Both are arbitrary real numbers in what follows.

## The statement in words

The chemical potential is $\mu=d(n\varepsilon)/dn$. The theorem `chemicalPotential` says that for every $n>0$ this derivative exists and

$$\mu=\frac{k_F^2}{2}-\frac{k_F}{\pi}+A\ln r_s+B-\frac A3 .$$

In Lean, `fermiWavevector n`, `seitzRadius n` and `energyPerParticle A B n` are $k_F$, $r_s$ and $\varepsilon$, and `energyDensity A B n` is $n\varepsilon$. `HasDerivAt` expresses the derivative, and the only hypothesis is `0 < n`.

The function `fockSelfEnergy q k` is the exchange self-energy at wavevector $k$ for a Fermi sphere of radius $q$:

$$\Sigma_x(k)=-\frac q\pi\left[1+\frac{q^2-k^2}{2kq}\ln\left|\frac{q+k}{q-k}\right|\right].$$

This closed form is a definition; the exchange integral behind it is not evaluated, and neither is the total exchange energy. The formula divides by zero at $k=q$, so the value at the Fermi surface is taken as a limit over the punctured neighbourhood `𝓝[≠] q`, which approaches $q$ from both sides.

The last theorem, `quasiparticleEnergy_tendsto_chemicalPotential`, states that

$$\frac{k^2}{2}+\Sigma_x(k)+\frac{d}{dn}\bigl[n(A\ln r_s+B)\bigr]\longrightarrow\mu\qquad(k\to k_F).$$

Agreement between the quasiparticle energy at the Fermi surface and the chemical potential is a consistency check on self-energy approximations. In this model the check has content for kinetic energy and exchange, while the correlation part agrees by construction.

## Differentiating the energy

Since $k_F$ is proportional to $n^{1/3}$ and $r_s$ to $n^{-1/3}$,

$$\frac{dk_F}{dn}=\frac{k_F}{3n},\qquad \frac{dr_s}{dn}=-\frac{r_s}{3n}.$$

The three density-dependent terms of $\varepsilon$ therefore give

$$\frac{d\varepsilon}{dn}
=\frac{3k_F}{5}\frac{k_F}{3n}-\frac{3}{4\pi}\frac{k_F}{3n}-\frac{A}{r_s}\frac{r_s}{3n}
=\frac1n\left(\frac{k_F^2}{5}-\frac{k_F}{4\pi}-\frac A3\right).$$

By the product rule, $\mu=\varepsilon+n\,d\varepsilon/dn$. The kinetic coefficients add to $\tfrac3{10}+\tfrac15=\tfrac12$ and the exchange coefficients to $-\tfrac3{4\pi}-\tfrac1{4\pi}=-\tfrac1\pi$, which gives the stated result.

The shift $-A/3$ is a case of a more general rule. For any energy per particle $e(r_s)$ that is differentiable at the radius in question,

$$\frac{d}{dn}\bigl[n\,e(r_s)\bigr]=e+n\,e'(r_s)\left(-\frac{r_s}{3n}\right)=e-\frac{r_s}{3}e'(r_s).$$

With $e=A\ln r_s+B$ one has $r_se'=A$. The same rule turns a correlation energy of the homogeneous gas into the correlation potential of the local density approximation, here for an unpolarised density.

## Exchange at the Fermi surface

For $k>0$ and $k\ne q$, factor $q^2-k^2=(q+k)(q-k)$ and split the logarithm:

$$\Sigma_x(k)=-\frac q\pi\left[1+\frac{q+k}{2kq}\Bigl((q-k)\ln(q+k)-(q-k)\ln|q-k|\Bigr)\right].$$

As $k\to q$, the prefactor tends to $1/q$ and the first product in the bracket to zero. The second also vanishes, because $x\ln|x|\to0$ as $x\to0$. Hence $\Sigma_x(k)\to-q/\pi$. Setting $q=k_F$ and adding $k^2/2\to k_F^2/2$ and the correlation potential $A\ln r_s+B-A/3$ gives $\mu$.

## Numbers at $r_s=1$

Take $n=3/(4\pi)$, so that $r_s=1$, $\ln r_s=0$ and $k_F=(9\pi/4)^{1/3}\approx1.9192$. With the illustrative values $A=0.03$ and $B=-0.05$,

$$\mu\approx1.8416-0.6109-0.05-0.01=1.1707\ \text{Hartree}.$$

The product rule gives the same number from its two parts: $\varepsilon\approx0.5968$ and $n\,d\varepsilon/dn\approx0.5739$.

## The Lean file

```lean
import Mathlib

open Real Filter Topology

namespace ElectronGasChemicalPotential

noncomputable section

/-- Fermi wavevector of the unpolarised electron gas of density `n`. -/
def fermiWavevector (n : ℝ) : ℝ := (3 * π ^ 2 * n) ^ (1 / 3 : ℝ)

/-- Wigner-Seitz radius of the electron gas of density `n`, in Bohr radii. -/
def seitzRadius (n : ℝ) : ℝ := (3 / (4 * π * n)) ^ (1 / 3 : ℝ)

/-- Energy per particle in Hartree: kinetic energy, exchange, and a correlation energy
`A ln rs + B`. -/
def energyPerParticle (A B n : ℝ) : ℝ :=
  3 * fermiWavevector n ^ 2 / 10 - 3 * fermiWavevector n / (4 * π)
    + A * Real.log (seitzRadius n) + B

/-- Energy per volume of the electron gas. -/
def energyDensity (A B n : ℝ) : ℝ := n * energyPerParticle A B n

/-- Fock (bare exchange) self-energy at wavevector `k` for a Fermi sphere of radius `q`. -/
def fockSelfEnergy (q k : ℝ) : ℝ :=
  -(q / π) * (1 + (q ^ 2 - k ^ 2) / (2 * k * q) * Real.log |(q + k) / (q - k)|)

/-- The derivative of the cube root of a positive differentiable quantity. -/
theorem hasDerivAt_cubeRoot {f : ℝ → ℝ} {f' x : ℝ} (hf : HasDerivAt f f' x)
    (hx : 0 < f x) :
    HasDerivAt (fun y => f y ^ (1 / 3 : ℝ)) (f' * f x ^ (1 / 3 : ℝ) / (3 * f x)) x := by
  refine (hf.rpow_const (p := (1 / 3 : ℝ)) (Or.inl hx.ne')).congr_deriv ?_
  rw [Real.rpow_sub_one hx.ne']
  generalize f x ^ (1 / 3 : ℝ) = r
  ring

/-- The Fermi wavevector changes with density at the rate `kF / (3 n)`. -/
theorem hasDerivAt_fermiWavevector {n : ℝ} (hn : 0 < n) :
    HasDerivAt fermiWavevector (fermiWavevector n / (3 * n)) n := by
  have h : HasDerivAt (fun y : ℝ => 3 * π ^ 2 * y) (3 * π ^ 2 * 1) n :=
    (hasDerivAt_id' n).const_mul (3 * π ^ 2)
  have hp : 0 < 3 * π ^ 2 * n := by positivity
  refine (hasDerivAt_cubeRoot h hp).congr_deriv ?_
  change 3 * π ^ 2 * 1 * fermiWavevector n / (3 * (3 * π ^ 2 * n))
    = fermiWavevector n / (3 * n)
  field_simp

/-- The Wigner-Seitz radius changes with density at the rate `-rs / (3 n)`. -/
theorem hasDerivAt_seitzRadius {n : ℝ} (hn : 0 < n) :
    HasDerivAt seitzRadius (-seitzRadius n / (3 * n)) n := by
  have hd : 4 * π * n ≠ 0 := by positivity
  have h : HasDerivAt (fun y : ℝ => 3 / (4 * π * y)) (-(3 / (4 * π * n ^ 2))) n := by
    refine ((hasDerivAt_const n (3 : ℝ)).fun_div
      ((hasDerivAt_id' n).const_mul (4 * π)) hd).congr_deriv ?_
    field_simp
    ring
  have hp : 0 < 3 / (4 * π * n) := by positivity
  refine (hasDerivAt_cubeRoot h hp).congr_deriv ?_
  change -(3 / (4 * π * n ^ 2)) * seitzRadius n / (3 * (3 / (4 * π * n)))
    = -seitzRadius n / (3 * n)
  field_simp

/-- For any energy per particle `e` that is a differentiable function of `rs`, the density
derivative of the energy per volume is `e - (rs / 3) de/drs`. -/
theorem chemicalPotential_of_seitzRadius {e : ℝ → ℝ} {e' n : ℝ} (hn : 0 < n)
    (he : HasDerivAt e e' (seitzRadius n)) :
    HasDerivAt (fun m => m * e (seitzRadius m))
      (e (seitzRadius n) - seitzRadius n / 3 * e') n := by
  have hc : HasDerivAt (fun m => e (seitzRadius m))
      (e' * (-seitzRadius n / (3 * n))) n := he.comp n (hasDerivAt_seitzRadius hn)
  refine ((hasDerivAt_id' n).fun_mul hc).congr_deriv ?_
  field_simp
  ring

/-- The correlation energy `A ln rs + B` per particle contributes `A ln rs + B - A / 3` to
the chemical potential. -/
theorem correlation_chemicalPotential (A B : ℝ) {n : ℝ} (hn : 0 < n) :
    HasDerivAt (fun m => m * (A * Real.log (seitzRadius m) + B))
      (A * Real.log (seitzRadius n) + B - A / 3) n := by
  have hr : 0 < seitzRadius n := by unfold seitzRadius; positivity
  have he : HasDerivAt (fun r => A * Real.log r + B) (A * (seitzRadius n)⁻¹)
      (seitzRadius n) := ((Real.hasDerivAt_log hr.ne').const_mul A).add_const B
  refine (chemicalPotential_of_seitzRadius hn he).congr_deriv ?_
  have h1 : seitzRadius n * (seitzRadius n)⁻¹ = 1 := mul_inv_cancel₀ hr.ne'
  linear_combination (-(A / 3)) * h1

/-- The density derivative of the energy per particle. -/
theorem hasDerivAt_energyPerParticle (A B : ℝ) {n : ℝ} (hn : 0 < n) :
    HasDerivAt (energyPerParticle A B)
      ((fermiWavevector n ^ 2 / 5 - fermiWavevector n / (4 * π) - A / 3) / n) n := by
  have hr : 0 < seitzRadius n := by unfold seitzRadius; positivity
  have hk := hasDerivAt_fermiWavevector hn
  have hk2 : HasDerivAt (fun m => fermiWavevector m ^ 2)
      (2 * fermiWavevector n * (fermiWavevector n / (3 * n))) n :=
    (hk.fun_pow 2).congr_deriv (by norm_num)
  have hl := ((hasDerivAt_seitzRadius hn).log hr.ne').const_mul A
  -- kinetic, exchange and correlation terms are differentiated separately
  refine (((((hk2.const_mul 3).div_const 10).fun_sub
    ((hk.const_mul 3).div_const (4 * π))).fun_add hl).add_const B).congr_deriv ?_
  field_simp
  ring

/-- The chemical potential of the electron gas, the density derivative of its energy per
volume, is `kF² / 2 - kF / π + A ln rs + B - A / 3`. -/
theorem chemicalPotential (A B : ℝ) {n : ℝ} (hn : 0 < n) :
    HasDerivAt (energyDensity A B)
      (fermiWavevector n ^ 2 / 2 - fermiWavevector n / π
        + A * Real.log (seitzRadius n) + B - A / 3) n := by
  refine ((hasDerivAt_id' n).fun_mul
    (hasDerivAt_energyPerParticle A B hn)).congr_deriv ?_
  rw [mul_div_cancel₀ _ hn.ne']
  unfold energyPerParticle
  ring

/-- As the wavevector approaches the Fermi surface, the Fock self-energy tends to
`-kF / π`. -/
theorem fockSelfEnergy_tendsto {q : ℝ} (hq : 0 < q) :
    Tendsto (fockSelfEnergy q) (𝓝[≠] q) (𝓝 (-(q / π))) := by
  -- the logarithmic singularity is tamed by the factor `q - k`
  have h1 : Continuous fun k : ℝ => (q - k) * Real.log (q - k) :=
    Real.continuous_mul_log.comp (continuous_const.sub continuous_id)
  have h2 : ContinuousAt (fun k : ℝ => Real.log (q + k)) q :=
    ContinuousAt.log (by fun_prop) (by show q + q ≠ 0; positivity)
  have h3 : ContinuousAt (fun k : ℝ => (q + k) / (2 * k * q)) q :=
    ContinuousAt.div (by fun_prop) (by fun_prop) (by positivity)
  have hc : ContinuousAt (fun k : ℝ => -(q / π) * (1 + (q + k) / (2 * k * q) *
      ((q - k) * Real.log (q + k) - (q - k) * Real.log (q - k)))) q :=
    continuousAt_const.mul (continuousAt_const.add (h3.mul
      (((continuousAt_const.sub continuousAt_id).mul h2).sub h1.continuousAt)))
  have hv : -(q / π) * (1 + (q + q) / (2 * q * q) *
      ((q - q) * Real.log (q + q) - (q - q) * Real.log (q - q))) = -(q / π) := by
    rw [sub_self]; ring
  have ht := hc.tendsto.mono_left (nhdsWithin_le_nhds (s := {q}ᶜ))
  rw [hv] at ht
  refine ht.congr' ?_
  filter_upwards [self_mem_nhdsWithin, nhdsWithin_le_nhds (Ioi_mem_nhds hq)] with k hk hk0
  have hk' : k ≠ q := hk
  have hpos : 0 < k := hk0
  have hs : q + k ≠ 0 := by positivity
  simp only [fockSelfEnergy]
  rw [Real.log_abs, Real.log_div hs (sub_ne_zero.mpr hk'.symm)]
  ring

/-- As `k` approaches `kF`, the kinetic energy plus the Fock self-energy plus the density
derivative of the correlation energy per volume tends to the chemical potential. -/
theorem quasiparticleEnergy_tendsto_chemicalPotential (A B : ℝ) {n : ℝ} (hn : 0 < n) :
    Tendsto (fun k => k ^ 2 / 2 + fockSelfEnergy (fermiWavevector n) k
        + deriv (fun m => m * (A * Real.log (seitzRadius m) + B)) n)
      (𝓝[≠] (fermiWavevector n)) (𝓝 (deriv (energyDensity A B) n)) := by
  have hq : 0 < fermiWavevector n := by unfold fermiWavevector; positivity
  rw [(chemicalPotential A B hn).deriv, (correlation_chemicalPotential A B hn).deriv]
  have hkin : Continuous fun k : ℝ => k ^ 2 / 2 := by fun_prop
  have h1 := (hkin.tendsto (fermiWavevector n)).mono_left
    (nhdsWithin_le_nhds (s := {fermiWavevector n}ᶜ))
  have e : fermiWavevector n ^ 2 / 2 - fermiWavevector n / π
      + A * Real.log (seitzRadius n) + B - A / 3
      = fermiWavevector n ^ 2 / 2 + -(fermiWavevector n / π)
        + (A * Real.log (seitzRadius n) + B - A / 3) := by ring
  rw [e]
  exact (h1.add (fockSelfEnergy_tendsto hq)).add tendsto_const_nhds

end

end ElectronGasChemicalPotential
```

```lean
#print axioms ElectronGasChemicalPotential.quasiparticleEnergy_tendsto_chemicalPotential
```

```
'ElectronGasChemicalPotential.quasiparticleEnergy_tendsto_chemicalPotential' depends on axioms: [propext, Classical.choice, Quot.sound]
```

## How the proof follows the calculation

`hasDerivAt_cubeRoot` differentiates the cube root of a positive function. It rewrites the power $f^{1/3-1}$ as $f^{1/3}/f$, so that the derivative is expressed through the cube root itself. The next two lemmas apply this to $k_F$ and $r_s$. In most of the derivative proofs, `congr_deriv` replaces the expression produced by the differentiation rules with the desired one, leaving an algebraic identity for `field_simp` and `ring`.

`chemicalPotential_of_seitzRadius` combines the chain and product rules for a general $e(r_s)$, and `correlation_chemicalPotential` specialises it to the logarithm. The main theorem takes the direct route: `hasDerivAt_energyPerParticle` differentiates $\varepsilon$ term by term, and `chemicalPotential` applies the product rule and collects coefficients.

For `fockSelfEnergy_tendsto`, the proof builds the factored expression above and shows that it is continuous at $q$. The decisive input is `Real.continuous_mul_log`, the continuity of $x\ln x$ including at zero; Lean's real logarithm satisfies $\ln x=\ln|x|$, so both sides of the Fermi surface are covered. The step `ht.congr'` then transfers the limit to the original formula, which agrees with the factored one for positive $k\ne q$.

The final theorem replaces both `deriv` expressions by the values already established, and adds the kinetic limit, the Fock limit and the constant correlation potential.
